# The broadened spectral function of a normalised state under a finite Hermitian matrix is a probability density in energy

A: Let $H$ be a Hermitian matrix of finite size, $\eta>0$, and $\psi$ a normalised state. Then

$$A(E)=-\frac1\pi\,\mathrm{Im}\,\langle\psi|(E+i\eta-H)^{-1}|\psi\rangle$$

is strictly positive at every real $E$, never exceeds $1/(\pi\eta)$, and integrates to one over the real line. With $\psi$ equal to the basis orbital $i$, this is the broadened local density of states $-\mathrm{Im}\,[(E+i\eta-H)^{-1}]_{ii}/\pi$, where the subscript $i$ labels the orbital and the $i$ multiplying $\eta$ is the imaginary unit.

Q: Before I look at any Lean, convince me by hand.

A: Take orthonormal eigenvectors $u_k$ with $Hu_k=e_ku_k$, and put them in the columns of $U$. Then $UU^\dagger=1$ and $HU=UD$, where $D$ is diagonal with entries $e_k$. For $z$ off the real axis no $z-e_k$ vanishes, so

$$(z-H)\,U(z-D)^{-1}U^\dagger=U(z-D)(z-D)^{-1}U^\dagger=UU^\dagger=1 .$$

The Green function is therefore $G(z)=(z-H)^{-1}=U(z-D)^{-1}U^\dagger$. Sandwiching it with $\psi$ gives

$$\langle\psi|G(z)|\psi\rangle=\sum_k\frac{w_k}{z-e_k},\qquad w_k=|(U^\dagger\psi)_k|^2\ge0,$$

and $\sum_kw_k=\psi^\dagger UU^\dagger\psi=\psi^\dagger\psi=1$. At $z=E+i\eta$,

$$\frac{1}{E-e_k+i\eta}=\frac{E-e_k-i\eta}{(E-e_k)^2+\eta^2},$$

so that

$$A(E)=\sum_kw_kL_\eta(E-e_k),\qquad L_\eta(x)=\frac{\eta}{\pi(x^2+\eta^2)} .$$

Each Lorentzian is positive, and $x^2+\eta^2\ge\eta^2$ gives $L_\eta(x)\le1/(\pi\eta)$. Substituting $x=\eta y$,

$$\int L_\eta(x)\,dx=\frac1\pi\int\frac{dy}{1+y^2}=1 .$$

Now sum with the weights. Some $w_k$ is nonzero because they add up to one, so $A(E)>0$. The bound becomes $A(E)\le\sum_kw_k/(\pi\eta)=1/(\pi\eta)$, and the area is $\sum_kw_k=1$.

Q: Fine. My worry is that the Lean version defines $A$ as a sum of Lorentzians and then proves something trivial about it. What are the objects?

A: The setting is a finite index type `n`, which labels the orbitals, and a complex matrix `H` over it.

```lean
import Mathlib

open Matrix MeasureTheory

namespace BroadenedSpectralFunction

noncomputable section

variable {n : Type*} [Fintype n] [DecidableEq n] {H : Matrix n n ℂ}
```

The Green function is the matrix inverse itself, with no eigenvalues in sight.

```lean
/-- The Green function `(z - H)⁻¹`, for `z` not an eigenvalue of `H`. -/
def green (H : Matrix n n ℂ) (z : ℂ) : Matrix n n ℂ := (z • (1 : Matrix n n ℂ) - H)⁻¹
```

The spectral function is built from that inverse. In it, `star ψ ⬝ᵥ` is the bra, `*ᵥ` applies a matrix to a vector, and `.im` takes the imaginary part. The sign of $i\eta$ is the retarded one.

```lean
/-- The broadened spectral function `-Im ⟨ψ|(E + iη - H)⁻¹|ψ⟩ / π` of a state `ψ`, for `E + iη`
not an eigenvalue of `H`. -/
def spectralFn (H : Matrix n n ℂ) (η : ℝ) (ψ : n → ℂ) (E : ℝ) : ℝ :=
  -(star ψ ⬝ᵥ (green H (E + η * Complex.I) *ᵥ ψ)).im / Real.pi
```

The local density of states is defined separately, from the diagonal entry.

```lean
/-- The broadened local density of states `-Im ((E + iη - H)⁻¹)ᵢᵢ / π` on orbital `i`, for
`E + iη` not an eigenvalue of `H`. -/
def localDOS (H : Matrix n n ℂ) (η : ℝ) (i : n) (E : ℝ) : ℝ :=
  -(green H (E + η * Complex.I) i i).im / Real.pi
```

The Lorentzian stands alone, and its link to the Green function has to be proved.

```lean
/-- The Lorentzian `η / (π (x² + η²))`, for `x` and `η` not both zero. -/
def lorentzian (η x : ℝ) : ℝ := η / (Real.pi * (x ^ 2 + η ^ 2))
```

Q: And what is $\eta$ supposed to be, physically?

A: An energy resolution, or a uniform decay rate: with $\hbar=1$ it damps every amplitude by $e^{-\eta t}$, which gives each level the half-width $\eta$ at half maximum. It is one fixed number, the same for all levels. A self-energy that depends on energy or on the orbital is not covered, and neither is the limit $\eta\to0$.

Q: Where do the eigenvectors enter?

A: In two auxiliary definitions, the matrix $U$ and the weights $w_k$. The argument `hH : H.IsHermitian` is the hypothesis that $H$ is Hermitian.

```lean
/-- The matrix whose columns are orthonormal eigenvectors of the Hermitian matrix `H`. -/
def modes (hH : H.IsHermitian) : Matrix n n ℂ := hH.eigenvectorUnitary

/-- The squared modulus of the overlap of `ψ` with the `k`-th eigenvector of `H`. -/
def weight (hH : H.IsHermitian) (ψ : n → ℂ) (k : n) : ℝ :=
  Complex.normSq (((modes hH)ᴴ *ᵥ ψ) k)
```

The label `k` runs over the same type `n` as the orbitals, since there are as many eigenvectors as basis states.

Q: If levels are degenerate, the eigenvectors are not unique. Does $A$ then depend on a choice?

A: The individual weights may, but $A$ does not, because its definition never mentions eigenvectors. Mathlib picks one orthonormal eigenbasis, and the first lemma records the two facts we used about it.

```lean
/-- The eigenvector matrix `U` of a Hermitian `H` satisfies `U Uᴴ = 1` and `H U = U D`, with `D`
the diagonal matrix of eigenvalues. -/
theorem modes_spec (hH : H.IsHermitian) :
    modes hH * (modes hH)ᴴ = 1 ∧
      H * modes hH = modes hH * diagonal (fun k => (hH.eigenvalues k : ℂ)) := by
  refine ⟨Matrix.mem_unitaryGroup_iff.1 hH.eigenvectorUnitary.2, ?_⟩
  ext a b
  have h := congrFun (hH.mulVec_eigenvectorBasis b) a
  rw [mul_diagonal]
  simpa [modes, Matrix.mul_apply, mulVec, dotProduct,
    Matrix.IsHermitian.eigenvectorUnitary_apply, mul_comm] using h
```

Unitarity comes from membership in the unitary group. The relation $HU=UD$ is the eigenvector equation `mulVec_eigenvectorBasis`, read one entry at a time.

Q: Now the inverse. As far as I know, Lean will happily write `⁻¹` for a singular matrix.

A: It will, and Mathlib then returns the zero matrix. That is why the next theorem proves, for $\mathrm{Im}\,z\neq0$, both that `green H z` really inverts $z-H$ and that it has the spectral form.

```lean
/-- For Hermitian `H` and `z` off the real axis, the Green function is a genuine inverse of
`z - H`, and it is diagonal in the eigenbasis with entries `1 / (z - e_k)`. -/
theorem green_spectral (hH : H.IsHermitian) {z : ℂ} (hz : z.im ≠ 0) :
    (z • (1 : Matrix n n ℂ) - H) * green H z = 1 ∧
      green H z = modes hH * diagonal (fun k => (z - (hH.eigenvalues k : ℂ))⁻¹) *
        (modes hH)ᴴ := by
  obtain ⟨hU, hD⟩ := modes_spec hH
  have hd : ∀ k, z - (hH.eigenvalues k : ℂ) ≠ 0 := fun k h =>
    hz (by simpa using congrArg Complex.im h)
  have h1 : (z • (1 : Matrix n n ℂ) - H) * modes hH =
      modes hH * diagonal (fun k => z - (hH.eigenvalues k : ℂ)) := by
    rw [sub_mul, hD, smul_mul_assoc, one_mul]
    ext a b
    simp only [Matrix.sub_apply, Matrix.smul_apply, mul_diagonal, smul_eq_mul]
    ring
  have h2 : diagonal (fun k => z - (hH.eigenvalues k : ℂ)) *
      diagonal (fun k => (z - (hH.eigenvalues k : ℂ))⁻¹) = 1 := by
    rw [diagonal_mul_diagonal, ← diagonal_one]
    congr 1
    funext k
    exact mul_inv_cancel₀ (hd k)
  have h3 : (z • (1 : Matrix n n ℂ) - H) * (modes hH *
      diagonal (fun k => (z - (hH.eigenvalues k : ℂ))⁻¹) * (modes hH)ᴴ) = 1 := by
    rw [← mul_assoc, ← mul_assoc, h1, mul_assoc (modes hH), h2, mul_one, hU]
  have h4 := Matrix.inv_eq_right_inv h3
  exact ⟨by rw [green, h4, h3], h4⟩
```

Here `hd` says that $z-e_k\ne0$, `h1` is $(z-H)U=U(z-D)$, `h2` multiplies the two diagonal matrices to give the identity, and `h3` is the displayed product that equals one.

Q: So `h3` verifies a candidate. How does that become a statement about the inverse?

A: Through `Matrix.inv_eq_right_inv`, the device on which the proof turns. It says that if $MN=1$ for square matrices, then $M^{-1}=N$. Mathlib's matrix inverse is built from the determinant and the adjugate, and nobody wants to compute with those for a general $H$. The lemma spares us: $MN=1$ gives $\det M\,\det N=1$, so $M$ is invertible, and its inverse can only be $N$. One multiplication, from one side, therefore settles both existence and form. Finite size matters here, since an operator on an infinite-dimensional space can have a right inverse without being invertible. In the code, `h4` is this step. It is the second half of the theorem, and together with `h3` it gives the first.

Q: And the weights?

A: They are nonnegative as squared moduli. Their sum is rewritten as $(U^\dagger\psi)^\dagger(U^\dagger\psi)$, and $UU^\dagger=1$ reduces it to $\psi^\dagger\psi$.

```lean
/-- The weights of a normalised state on the eigenvectors of a Hermitian `H` are nonnegative and
sum to one. -/
theorem weight_convex (hH : H.IsHermitian) {ψ : n → ℂ} (hψ : star ψ ⬝ᵥ ψ = 1) :
    (∀ k, 0 ≤ weight hH ψ k) ∧ ∑ k, weight hH ψ k = 1 := by
  refine ⟨fun k => Complex.normSq_nonneg _, ?_⟩
  have h : ((∑ k, weight hH ψ k : ℝ) : ℂ) = star ψ ⬝ᵥ ψ := by
    calc ((∑ k, weight hH ψ k : ℝ) : ℂ)
        = star ((modes hH)ᴴ *ᵥ ψ) ⬝ᵥ ((modes hH)ᴴ *ᵥ ψ) := by
          rw [Complex.ofReal_sum]
          simp only [dotProduct, Pi.star_apply]
          refine Finset.sum_congr rfl fun k _ => ?_
          rw [weight, ← Complex.mul_conj, starRingEnd_apply, mul_comm]
      _ = star ψ ⬝ᵥ ψ := by
          rw [star_mulVec, conjTranspose_conjTranspose, ← dotProduct_mulVec, mulVec_mulVec,
            (modes_spec hH).1, one_mulVec]
  exact_mod_cast h.trans hψ
```

Normalisation is the hypothesis `star ψ ⬝ᵥ ψ = 1`. It is an equation between complex numbers, whereas the weights are real, so the last line carries the result back to the reals.

Q: Then comes the step I suspected of being a definition.

A: Yes, and here it is a theorem. It holds for any $\psi$, normalised or not.

```lean
/-- For Hermitian `H` and `η > 0`, the spectral function is the weighted sum of Lorentzians
centred at the eigenvalues. -/
theorem spectralFn_eq_sum (hH : H.IsHermitian) {η : ℝ} (hη : 0 < η) (ψ : n → ℂ) (E : ℝ) :
    spectralFn H η ψ E = ∑ k, weight hH ψ k * lorentzian η (E - hH.eigenvalues k) := by
  have hz : ((E : ℂ) + η * Complex.I).im ≠ 0 := by simp [hη.ne']
  have hs : star ψ ᵥ* modes hH = star ((modes hH)ᴴ *ᵥ ψ) := by
    rw [star_mulVec, conjTranspose_conjTranspose]
  -- expand the expectation value in the eigenbasis
  have hq : star ψ ⬝ᵥ (green H (E + η * Complex.I) *ᵥ ψ) =
      ∑ k, (weight hH ψ k : ℂ) * ((E : ℂ) + η * Complex.I - (hH.eigenvalues k : ℂ))⁻¹ := by
    rw [(green_spectral hH hz).2, ← mulVec_mulVec, ← mulVec_mulVec, dotProduct_mulVec, hs]
    simp only [dotProduct, mulVec_diagonal, Pi.star_apply]
    refine Finset.sum_congr rfl fun k _ => ?_
    rw [weight, ← Complex.mul_conj, starRingEnd_apply]
    ring
  rw [spectralFn, hq, Complex.im_sum, ← Finset.sum_neg_distrib, Finset.sum_div]
  refine Finset.sum_congr rfl fun k _ => ?_
  have him : ((E : ℂ) + η * Complex.I - (hH.eigenvalues k : ℂ)).im = η := by simp
  have hn : Complex.normSq ((E : ℂ) + η * Complex.I - (hH.eigenvalues k : ℂ)) =
      (E - hH.eigenvalues k) ^ 2 + η ^ 2 := by
    rw [Complex.normSq_apply]
    simp
    ring
  rw [Complex.im_ofReal_mul, Complex.inv_im, him, hn, lorentzian]
  generalize (E - hH.eigenvalues k) ^ 2 + η ^ 2 = s
  ring
```

The intermediate claim `hq` is $\langle\psi|G|\psi\rangle=\sum_kw_k/(z-e_k)$. After that, `him` and `hn` supply the imaginary part $\eta$ and the squared modulus $(E-e_k)^2+\eta^2$ of the denominator, and `Complex.inv_im` combines them as $\mathrm{Im}(1/\zeta)=-\mathrm{Im}\,\zeta/|\zeta|^2$. Together with the previous theorem, this makes $A$ a convex sum of Lorentzians whenever $\psi$ is normalised.

Q: What remains is calculus.

A: First the bounds. Clearing denominators in $L_\eta(x)\le1/(\pi\eta)$ leaves $\pi x^2\ge0$, which is the fact handed to `nlinarith`.

```lean
/-- For `η > 0` a Lorentzian is positive and at most `1 / (πη)`. -/
theorem lorentzian_bounds {η : ℝ} (hη : 0 < η) (x : ℝ) :
    0 < lorentzian η x ∧ lorentzian η x ≤ 1 / (Real.pi * η) := by
  have hs : 0 < Real.pi * (x ^ 2 + η ^ 2) := by positivity
  refine ⟨div_pos hη hs, ?_⟩
  rw [lorentzian, div_le_div_iff₀ hs (by positivity)]
  nlinarith [mul_nonneg Real.pi_pos.le (sq_nonneg x)]
```

Then the area. The Lorentzian is rewritten as $(\pi\eta)^{-1}\,[1+(x/\eta)^2]^{-1}$, the change of variable contributes a factor $\eta$, and Mathlib knows that $\int dy/(1+y^2)=\pi$.

```lean
/-- For `η > 0` a Lorentzian is integrable over the real line and has unit area. -/
theorem lorentzian_area {η : ℝ} (hη : 0 < η) :
    Integrable (lorentzian η) ∧ ∫ x, lorentzian η x = 1 := by
  have hL : lorentzian η = fun x => (Real.pi * η)⁻¹ * (1 + (x / η) ^ 2)⁻¹ := by
    funext x
    have hs : 0 < x ^ 2 + η ^ 2 := by positivity
    have h : 1 + (x / η) ^ 2 = (x ^ 2 + η ^ 2) / η ^ 2 := by
      rw [div_pow, eq_div_iff (by positivity), add_mul, div_mul_cancel₀ _ (by positivity)]
      ring
    rw [h, inv_div, lorentzian]
    field_simp
  rw [hL]
  refine ⟨(integrable_inv_one_add_sq.comp_div hη.ne').const_mul _, ?_⟩
  rw [integral_const_mul, Measure.integral_comp_div (fun y : ℝ => (1 + y ^ 2)⁻¹) η,
    integral_univ_inv_one_add_sq, abs_of_pos hη, smul_eq_mul, mul_comm η]
  exact inv_mul_cancel₀ (by positivity)
```

Q: Show me the main theorem, and read it to me as it stands.

A: For Hermitian `H`, `0 < η` and normalised `ψ`: at every real `E` the spectral function is greater than zero and at most $1/(\pi\eta)$; as a function of `E` it is integrable; and its integral over the whole real line is one.

```lean
/-- For Hermitian `H`, `η > 0` and a normalised state, the broadened spectral function is strictly
positive, bounded by `1 / (πη)`, integrable, and integrates to one over all real energies. -/
theorem spectralFn_density (hH : H.IsHermitian) {η : ℝ} (hη : 0 < η) {ψ : n → ℂ}
    (hψ : star ψ ⬝ᵥ ψ = 1) :
    (∀ E, 0 < spectralFn H η ψ E ∧ spectralFn H η ψ E ≤ 1 / (Real.pi * η)) ∧
      Integrable (spectralFn H η ψ) ∧ ∫ E, spectralFn H η ψ E = 1 := by
  obtain ⟨hw, hs⟩ := weight_convex hH hψ
  obtain ⟨hi, h1⟩ := lorentzian_area hη
  have hint : ∀ k, Integrable
      (fun E => weight hH ψ k * lorentzian η (E - hH.eigenvalues k)) := fun k =>
    (hi.comp_sub_right (hH.eigenvalues k)).const_mul _
  rw [show spectralFn H η ψ = _ from funext (spectralFn_eq_sum hH hη ψ)]
  refine ⟨fun E => ⟨?_, ?_⟩, integrable_finsetSum _ fun k _ => hint k, ?_⟩
  · -- a normalised state has some nonzero weight
    obtain ⟨k, hk⟩ : ∃ k, weight hH ψ k ≠ 0 := by
      by_contra! h
      simp [h] at hs
    exact Finset.sum_pos' (fun j _ => mul_nonneg (hw j) (lorentzian_bounds hη _).1.le)
      ⟨k, Finset.mem_univ k,
        mul_pos (lt_of_le_of_ne (hw k) hk.symm) (lorentzian_bounds hη _).1⟩
  · calc ∑ k, weight hH ψ k * lorentzian η (E - hH.eigenvalues k)
        ≤ ∑ k, weight hH ψ k * (1 / (Real.pi * η)) :=
          Finset.sum_le_sum fun k _ =>
            mul_le_mul_of_nonneg_left (lorentzian_bounds hη _).2 (hw k)
      _ = 1 / (Real.pi * η) := by rw [← Finset.sum_mul, hs, one_mul]
  · rw [integral_finsetSum _ fun k _ => hint k, ← hs]
    refine Finset.sum_congr rfl fun k _ => ?_
    rw [integral_const_mul, integral_sub_right_eq_self (lorentzian η) (hH.eigenvalues k), h1,
      mul_one]
```

The proof replaces $A$ by its Lorentzian sum and then does what we did by hand. For positivity it finds a `k` with nonzero weight, since otherwise the weights would sum to zero. For the bound it compares term by term. Each term is integrable, which makes the finite sum integrable and, for the area, lets the sum be exchanged with the integral; each Lorentzian is then shifted back to the origin.

Q: And the diagonal element, which is what I would actually plot?

A: It is the special case in which $\psi$ is the unit vector `Pi.single i 1`. The step `hA` shows that the two definitions then agree, and the main theorem does the rest.

```lean
/-- For Hermitian `H` and `η > 0`, the broadened local density of states on any orbital is strictly
positive, bounded by `1 / (πη)`, integrable, and integrates to one. -/
theorem localDOS_density (hH : H.IsHermitian) {η : ℝ} (hη : 0 < η) (i : n) :
    (∀ E, 0 < localDOS H η i E ∧ localDOS H η i E ≤ 1 / (Real.pi * η)) ∧
      Integrable (localDOS H η i) ∧ ∫ E, localDOS H η i E = 1 := by
  have hs : star (Pi.single i 1 : n → ℂ) = Pi.single i 1 := by
    ext j
    by_cases h : j = i <;> simp [h]
  -- the orbital is the normalised state concentrated on site `i`
  have hA : spectralFn H η (Pi.single i 1) = localDOS H η i := by
    funext E
    simp [spectralFn, localDOS, hs]
  rw [← hA]
  exact spectralFn_density hH hη (by rw [hs]; simp)

end

end BroadenedSpectralFunction
```

```lean
#print axioms BroadenedSpectralFunction.spectralFn_density
-- 'BroadenedSpectralFunction.spectralFn_density' depends on axioms: [propext, Classical.choice, Quot.sound]
#print axioms BroadenedSpectralFunction.localDOS_density
-- 'BroadenedSpectralFunction.localDOS_density' depends on axioms: [propext, Classical.choice, Quot.sound]
```

Q: Which of my systems does this leave out?

A: Those with infinitely many basis states, so a true continuum is excluded. The unit matrix that multiplies $z$ also presupposes an orthonormal basis; non-orthogonal atomic orbitals would bring in an overlap matrix. And although $H$ may be any finite Hermitian matrix, reading `localDOS` as an electronic density of states per orbital takes $H$ to be a one-particle Hamiltonian, as in tight binding or a mean-field scheme. The one-particle Green function of interacting electrons is a different object.

Q: Then what does it give me in practice?

A: A check on computed spectra. Take a finite one-particle Hamiltonian in an orthonormal basis, with the same Lorentzian broadening $\eta$ for all levels. If the density of states on a single orbital, without a factor for spin, turns negative or rises above $1/(\pi\eta)$, there is an error in the numerics or in the setup. A sum over several orbitals, or a factor two for spin, can exceed that value without any error. Be more careful with the area. The value one belongs to the whole energy axis, and because the function is positive everywhere, any finite energy window holds less than that.

Q: I came to object that the Lorentzians had been put in by hand.

A: They come out of the inverse, and the only inputs are a Hermitian $H$, a positive $\eta$ and a normalised $\psi$.
